# In the ideal hcp lattice, the point-charge field gradient cancels over the first and over the second neighbour shell, but not over the third

When the electric field gradient at an hcp site is summed shell by shell over equal point charges, a cutoff after the second neighbours returns exactly zero at the ideal axial ratio $c/a=\sqrt{8/3}$. The first nonzero contribution comes from the third shell, the two sites directly above and below on the hexagonal axis.

In Lean 4 with Mathlib:

```lean
import Mathlib

open Matrix

namespace HcpFieldGradient

noncomputable section

/-- Position of an hcp site for a = 1 and axial lattice constant `c`. The label is the sublattice
(`false` contains the origin, `true` is the shifted layer) followed by three cell coordinates. -/
def pos (c : ℝ) : Bool × ℤ × ℤ × ℤ → Fin 3 → ℝ
  | (false, m, n, k) => ![(m : ℝ) + n / 2, √3 * (n / 2), c * k]
  | (true, m, n, k) => ![(m : ℝ) + n / 2 + 1 / 2, √3 * (n / 2 + 1 / 6), c * (k + 1 / 2)]

/-- The field-gradient tensor (3 r rᵀ - r² Id)/r⁵ of a unit point charge at `r ≠ 0`,
evaluated at the origin. -/
def efg (r : Fin 3 → ℝ) : Matrix (Fin 3) (Fin 3) ℝ :=
  ((√(r ⬝ᵥ r)) ^ 5)⁻¹ • ((3 : ℝ) • vecMulVec r r - (r ⬝ᵥ r) • (1 : Matrix (Fin 3) (Fin 3) ℝ))

/-- The field-gradient tensor summed over a list of sites, none of them at the origin. -/
def efgSum (c : ℝ) (L : List (Bool × ℤ × ℤ × ℤ)) : Matrix (Fin 3) (Fin 3) ℝ :=
  (L.map fun s => efg (pos c s)).sum

/-- The traceless tensor with axial symmetry about z and unit zz component. -/
def axial : Matrix (Fin 3) (Fin 3) ℝ := Matrix.diagonal ![-1 / 2, -1 / 2, 1]

/-- Six neighbours in the basal plane and three in each adjacent layer. -/
def nearest : List (Bool × ℤ × ℤ × ℤ) :=
  [(false, 1, 0, 0), (false, -1, 0, 0), (false, 0, 1, 0), (false, 0, -1, 0),
   (false, 1, -1, 0), (false, -1, 1, 0), (true, 0, 0, 0), (true, -1, 0, 0),
   (true, 0, -1, 0), (true, 0, 0, -1), (true, -1, 0, -1), (true, 0, -1, -1)]

/-- The three next sites in each adjacent layer. -/
def second : List (Bool × ℤ × ℤ × ℤ) :=
  [(true, 1, -1, 0), (true, -1, 1, 0), (true, -1, -1, 0),
   (true, 1, -1, -1), (true, -1, 1, -1), (true, -1, -1, -1)]

/-- The two sites at distance `c` above and below the origin on the hexagonal axis. -/
def apical : List (Bool × ℤ × ℤ × ℤ) := [(false, 0, 0, 1), (false, 0, 0, -1)]

/-- Squared distance from the origin to a site of its own sublattice. -/
theorem normSq_same (c : ℝ) (m n k : ℤ) :
    pos c (false, m, n, k) ⬝ᵥ pos c (false, m, n, k)
      = (m : ℝ) ^ 2 + m * n + n ^ 2 + c ^ 2 * k ^ 2 := by
  have h3 : √(3 : ℝ) ^ 2 = 3 := Real.sq_sqrt (by norm_num)
  rw [dotProduct, Fin.sum_univ_three]
  change ((m : ℝ) + n / 2) * (m + n / 2) + √3 * (n / 2) * (√3 * (n / 2))
    + c * k * (c * k) = _
  linear_combination ((n : ℝ) / 2) ^ 2 * h3

/-- Squared distance from the origin to a site of the other sublattice. -/
theorem normSq_other (c : ℝ) (m n k : ℤ) :
    pos c (true, m, n, k) ⬝ᵥ pos c (true, m, n, k)
      = (m : ℝ) ^ 2 + m * n + n ^ 2 + m + n + 1 / 3 + c ^ 2 * (k + 1 / 2) ^ 2 := by
  have h3 : √(3 : ℝ) ^ 2 = 3 := Real.sq_sqrt (by norm_num)
  rw [dotProduct, Fin.sum_univ_three]
  change ((m : ℝ) + n / 2 + 1 / 2) * (m + n / 2 + 1 / 2)
    + √3 * (n / 2 + 1 / 6) * (√3 * (n / 2 + 1 / 6))
    + c * (k + 1 / 2) * (c * (k + 1 / 2)) = _
  linear_combination ((n : ℝ) / 2 + 1 / 6) ^ 2 * h3

/-- For c² = 8/3 the sites of the three shells lie at squared distances 1, 2 and 8/3. -/
theorem shell_distances (c : ℝ) (hc : c ^ 2 = 8 / 3) :
    (∀ s ∈ nearest, pos c s ⬝ᵥ pos c s = 1) ∧ (∀ s ∈ second, pos c s ⬝ᵥ pos c s = 2) ∧
      (∀ s ∈ apical, pos c s ⬝ᵥ pos c s = 8 / 3) := by
  refine ⟨fun s hs => ?_, fun s hs => ?_, fun s hs => ?_⟩
  · simp only [nearest, List.mem_cons, List.not_mem_nil, or_false] at hs
    rcases hs with rfl | rfl | rfl | rfl | rfl | rfl | rfl | rfl | rfl | rfl | rfl | rfl <;>
      simp only [normSq_same, normSq_other, hc] <;> norm_num
  · simp only [second, List.mem_cons, List.not_mem_nil, or_false] at hs
    rcases hs with rfl | rfl | rfl | rfl | rfl | rfl <;>
      simp only [normSq_other, hc] <;> norm_num
  · simp only [apical, List.mem_cons, List.not_mem_nil, or_false] at hs
    rcases hs with rfl | rfl <;> simp only [normSq_same, hc] <;> norm_num

/-- The shells have 12, 6 and 2 sites, and no site is listed twice. -/
theorem shell_sizes : nearest.length = 12 ∧ second.length = 6 ∧ apical.length = 2 ∧
    (nearest ++ second ++ apical).Nodup := by
  decide

/-- For c² = 8/3 every lattice site within squared distance 8/3 of the origin is the origin
itself or belongs to one of the three shells. -/
theorem shells_complete (c : ℝ) (hc : c ^ 2 = 8 / 3) (s : Bool × ℤ × ℤ × ℤ)
    (hs : pos c s ⬝ᵥ pos c s ≤ 8 / 3) :
    s = (false, 0, 0, 0) ∨ s ∈ nearest ∨ s ∈ second ∨ s ∈ apical := by
  obtain ⟨b, m, n, k⟩ := s
  cases b
  · rw [normSq_same, hc] at hs
    -- three times the squared distance is an integer
    have h' : ((3 * (m * m + m * n + n * n) + 8 * (k * k) : ℤ) : ℝ) ≤ (8 : ℤ) := by
      push_cast
      linarith
    have h : 3 * (m * m + m * n + n * n) + 8 * (k * k) ≤ 8 := Int.cast_le.mp h'
    have m1 : m ≤ 1 := by nlinarith [sq_nonneg (2 * n + m), sq_nonneg k]
    have m2 : -1 ≤ m := by nlinarith [sq_nonneg (2 * n + m), sq_nonneg k]
    have n1 : n ≤ 1 := by nlinarith [sq_nonneg (2 * m + n), sq_nonneg k]
    have n2 : -1 ≤ n := by nlinarith [sq_nonneg (2 * m + n), sq_nonneg k]
    have k1 : k ≤ 1 := by nlinarith [sq_nonneg (2 * n + m), sq_nonneg m]
    have k2 : -1 ≤ k := by nlinarith [sq_nonneg (2 * n + m), sq_nonneg m]
    clear hs h'
    interval_cases m <;> interval_cases n <;> interval_cases k <;> revert h <;> decide
  · rw [normSq_other, hc] at hs
    have h' : ((3 * (m * m + m * n + n * n + m + n) + 8 * (k * k + k) : ℤ) : ℝ) ≤ (5 : ℤ) := by
      push_cast
      linarith
    have h : 3 * (m * m + m * n + n * n + m + n) + 8 * (k * k + k) ≤ 5 := Int.cast_le.mp h'
    have m1 : m ≤ 1 := by nlinarith [sq_nonneg (2 * n + m + 1), sq_nonneg (2 * k + 1)]
    have m2 : -2 ≤ m := by nlinarith [sq_nonneg (2 * n + m + 1), sq_nonneg (2 * k + 1)]
    have n1 : n ≤ 1 := by nlinarith [sq_nonneg (2 * m + n + 1), sq_nonneg (2 * k + 1)]
    have n2 : -2 ≤ n := by nlinarith [sq_nonneg (2 * m + n + 1), sq_nonneg (2 * k + 1)]
    have k1 : k ≤ 0 := by nlinarith [sq_nonneg (2 * n + m + 1), sq_nonneg (3 * m + 1)]
    have k2 : -1 ≤ k := by nlinarith [sq_nonneg (2 * n + m + 1), sq_nonneg (3 * m + 1)]
    clear hs h'
    interval_cases m <;> interval_cases n <;> interval_cases k <;> revert h <;> decide

/-- If all sites of a list have the same squared distance `d`, the factor 1/r⁵ comes out of
the tensor sum. -/
theorem efgSum_shell (c d : ℝ) (L : List (Bool × ℤ × ℤ × ℤ))
    (h : ∀ s ∈ L, pos c s ⬝ᵥ pos c s = d) :
    efgSum c L = ((√d) ^ 5)⁻¹ • (L.map fun s => (3 : ℝ) • vecMulVec (pos c s) (pos c s)
      - d • (1 : Matrix (Fin 3) (Fin 3) ℝ)).sum := by
  unfold efgSum
  induction L with
  | nil => simp
  | cons s L ih =>
    simp only [List.map_cons, List.sum_cons, smul_add]
    rw [ih fun t ht => h t (List.mem_cons_of_mem s ht), efg, h s List.mem_cons_self]

/-- For any `c` the six sites of the second shell give (3c² - 8)/r⁵ times the tensor `axial`, where
r² = 4/3 + c²/4 is their common squared distance. -/
theorem second_tensor (c : ℝ) :
    efgSum c second = ((3 * c ^ 2 - 8) / (√(4 / 3 + c ^ 2 / 4)) ^ 5) • axial := by
  have h3 : √(3 : ℝ) ^ 2 = 3 := Real.sq_sqrt (by norm_num)
  have hd : ∀ s ∈ second, pos c s ⬝ᵥ pos c s = 4 / 3 + c ^ 2 / 4 := by
    intro s hs
    simp only [second, List.mem_cons, List.not_mem_nil, or_false] at hs
    rcases hs with rfl | rfl | rfl | rfl | rfl | rfl <;>
      rw [normSq_other] <;> push_cast <;> ring
  have hsum : (second.map fun s => (3 : ℝ) • vecMulVec (pos c s) (pos c s)
      - (4 / 3 + c ^ 2 / 4) • (1 : Matrix (Fin 3) (Fin 3) ℝ)).sum
      = (3 * c ^ 2 - 8) • axial := by
    ext i j
    fin_cases i <;> fin_cases j <;>
      simp [second, pos, axial] <;> linarith [h3]
  rw [efgSum_shell c _ second hd, hsum, smul_smul, div_eq_inv_mul (3 * c ^ 2 - 8)]

/-- The tensor sum over the six sites of the second shell vanishes exactly when c² = 8/3. -/
theorem second_vanishes_iff (c : ℝ) : efgSum c second = 0 ↔ c ^ 2 = 8 / 3 := by
  rw [second_tensor]
  constructor
  · intro h
    have hp : (√(4 / 3 + c ^ 2 / 4)) ^ 5 ≠ 0 := by positivity
    -- read off the zz component
    have hz := congrFun (congrFun h 2) 2
    have hzz : axial 2 2 = 1 := by simp [axial]
    rw [Matrix.smul_apply, hzz, smul_eq_mul, mul_one, Matrix.zero_apply] at hz
    rcases div_eq_zero_iff.mp hz with h0 | h0
    · linarith
    · exact absurd h0 hp
  · intro hc
    rw [show 3 * c ^ 2 - 8 = 0 by linarith, zero_div, zero_smul]

/-- For any c > 0 the two sites at ±c on the axis give the axial tensor with zz
component 4/c³. -/
theorem apical_tensor (c : ℝ) (hc : 0 < c) : efgSum c apical = (4 / c ^ 3) • axial := by
  have hd : ∀ s ∈ apical, pos c s ⬝ᵥ pos c s = c ^ 2 := by
    intro s hs
    simp only [apical, List.mem_cons, List.not_mem_nil, or_false] at hs
    rcases hs with rfl | rfl <;> rw [normSq_same] <;> push_cast <;> ring
  have hsum : (apical.map fun s => (3 : ℝ) • vecMulVec (pos c s) (pos c s)
      - c ^ 2 • (1 : Matrix (Fin 3) (Fin 3) ℝ)).sum = (4 * c ^ 2) • axial := by
    ext i j
    fin_cases i <;> fin_cases j <;>
      simp [apical, pos, axial] <;> ring
  have hk : (c ^ 5)⁻¹ * (4 * c ^ 2) = 4 / c ^ 3 := by field_simp
  rw [efgSum_shell c _ apical hd, hsum, smul_smul, Real.sqrt_sq hc.le, hk]

/-- In the ideal hcp lattice (a = 1, c > 0, c² = 8/3) the field-gradient tensor sums to zero over
the 12 nearest and over the 6 second neighbours, while the two sites at ±c on the axis give
the positive zz component 4/c³. -/
theorem ideal_hcp_field_gradient (c : ℝ) (hpos : 0 < c) (hc : c ^ 2 = 8 / 3) :
    efgSum c nearest = 0 ∧ efgSum c second = 0 ∧
      efgSum c apical 2 2 = 4 / c ^ 3 ∧ 0 < efgSum c apical 2 2 := by
  have h3 : √(3 : ℝ) ^ 2 = 3 := Real.sq_sqrt (by norm_num)
  have hzz : efgSum c apical 2 2 = 4 / c ^ 3 := by
    rw [apical_tensor c hpos, Matrix.smul_apply, show axial 2 2 = 1 by simp [axial],
      smul_eq_mul, mul_one]
  -- the basal and the out-of-plane neighbours cancel each other
  have hsum : (nearest.map fun s => (3 : ℝ) • vecMulVec (pos c s) (pos c s)
      - (1 : ℝ) • (1 : Matrix (Fin 3) (Fin 3) ℝ)).sum = 0 := by
    ext i j
    fin_cases i <;> fin_cases j <;>
      simp [nearest, pos] <;> linarith [h3, hc]
  refine ⟨?_, (second_vanishes_iff c).mpr hc, hzz, ?_⟩
  · rw [efgSum_shell c 1 nearest (shell_distances c hc).1, hsum, smul_zero]
  · rw [hzz]
    positivity

end

end HcpFieldGradient
```

```lean
#print axioms HcpFieldGradient.shell_sizes
#print axioms HcpFieldGradient.shells_complete
#print axioms HcpFieldGradient.ideal_hcp_field_gradient
```

```
'HcpFieldGradient.shell_sizes' does not depend on any axioms
'HcpFieldGradient.shells_complete' depends on axioms: [propext, Classical.choice, Quot.sound]
'HcpFieldGradient.ideal_hcp_field_gradient' depends on axioms: [propext, Classical.choice, Quot.sound]
```

## Three shells around one site

A nucleus with a quadrupole moment responds to the field-gradient tensor at its position. In a hexagonal close-packed crystal the surrounding ions contribute to that tensor, and the question is how much each shell of neighbours adds when every ion is replaced by the same point charge.

The main theorem, `ideal_hcp_field_gradient`, takes a real number $c$ with $c>0$ and $c^2=8/3$, the axial lattice constant in units of the basal one ($a=1$). This value is the ratio for close-packed hard spheres, at which the six neighbours in the basal plane and the six in the adjacent layers are equally far away. The theorem states that

- the tensor summed over the 12 nearest neighbours is the zero matrix;
- the tensor summed over the 6 second neighbours is the zero matrix;
- the $zz$ component summed over the two sites at $\pm c$ on the axis equals $4/c^3$, and is positive.

The site symmetry does not force the second cancellation. Changing $c$ keeps the hexagonal symmetry, yet by `second_vanishes_iff` the sum over those six sites is zero only when $c^2=8/3$.

## Sites, tensor and units

A site is a value of type `Bool × ℤ × ℤ × ℤ`: a sublattice label and three integers $m,n,k$. The function `pos` gives its Cartesian position,

$$\text{false}:\ \left(m+\tfrac n2,\ \tfrac{\sqrt3}{2}n,\ ck\right),\qquad
\text{true}:\ \left(m+\tfrac n2+\tfrac12,\ \sqrt3\left(\tfrac n2+\tfrac16\right),\ c\left(k+\tfrac12\right)\right).$$

The nucleus sits at the origin, which belongs to the `false` sublattice. Components are numbered 0, 1, 2, so `efgSum c apical 2 2` is the $zz$ component.

For a unit charge at $\mathbf r$, `efg` is

$$V_{ij}=\frac{3r_ir_j-r^2\delta_{ij}}{r^5},$$

the second derivative of the Coulomb potential at the origin, with the factor $1/4\pi\varepsilon_0$ omitted. The opposite sign convention, the gradient of the field itself, would reverse all signs. `efgSum` adds this tensor over a list of sites, and `axial` is $\mathrm{diag}(-\tfrac12,-\tfrac12,1)$.

The lists `nearest`, `second` and `apical` are written out by hand and then checked against the lattice. The names `nearest` and `second` describe the order of distances at the ideal ratio; for other $c$ the lists are simply fixed sets of sites.

The model replaces the charge density of a real hcp metal by identical point charges on three shells. The conduction electrons, the distortion of the ion cores and all more distant ions are left out. The value $4/c^3$ is therefore a partial sum and should not be read as an estimate of the full lattice sum. Within the point-charge model at the ideal ratio, the three shell sums are exact values against which a program that adds the field gradient directly over lattice sites can be compared, shell by shell.

## Finding every site up to the third shell

Squaring the coordinates gives

$$r^2_{\text{false}}=m^2+mn+n^2+c^2k^2,$$
$$r^2_{\text{true}}=m^2+mn+n^2+m+n+\tfrac13+c^2\left(k+\tfrac12\right)^2.$$

These are `normSq_same` and `normSq_other`. Both expand the dot product into three terms, and `linear_combination` supplies $(\sqrt3)^2=3$. Inserting the listed integers with $c^2=8/3$ gives the squared distances $1$, $2$ and $8/3$ (`shell_distances`).

To see that no site is missing, require $r^2\le 8/3$ and multiply by 3. On the first sublattice,

$$3(m^2+mn+n^2)+8k^2\le 8.$$

If $k=0$, the integer $m^2+mn+n^2$ is at most 2. It never equals 2, so it is 0 (the origin) or 1 (the six basal neighbours). If $k=\pm1$, then $m=n=0$, which gives the axial pair. On the second sublattice,

$$3(m^2+mn+n^2+m+n)+8k(k+1)\le 5.$$

The first bracket is an integer no smaller than $-\tfrac13$, hence nonnegative, so $k$ is $0$ or $-1$ and the bracket is 0 or 1. Each value occurs for three pairs $(m,n)$, which gives six nearest and six second neighbours.

`shells_complete` follows the same inequalities. It bounds $m,n,k$ with `nlinarith`, using completed squares such as $m^2+mn+n^2=\tfrac34m^2+\tfrac14(2n+m)^2$, and then `interval_cases` and `decide` go through the remaining integers. `shell_sizes` confirms 12, 6 and 2 sites without repetition.

## Adding the tensors

Within a shell all sites have the same squared distance $d$, so

$$\sum V_{ij}=d^{-5/2}\sum\left(3r_ir_j-d\,\delta_{ij}\right).$$

This is `efgSum_shell`, proved by induction on the list. Only sums of products of coordinates remain.

**Nearest neighbours.** The basal sites are $(\pm1,0,0)$ and $(\pm\tfrac12,\pm\tfrac{\sqrt3}2,0)$ with all sign choices, so $\sum x^2=\sum y^2=3$. The adjacent layers contain $(\pm\tfrac12,\tfrac{\sqrt3}6)$ and $(0,-\tfrac1{\sqrt3})$, each at $z=\pm\tfrac c2$. They add 1 to $\sum x^2$ and to $\sum y^2$, and give $\sum z^2=\tfrac32c^2=4$. The mixed products cancel. With $d=1$ the two groups contribute

$$\mathrm{diag}(3,3,-6)\quad\text{and}\quad\mathrm{diag}(-3,-3,6),$$

whose sum is zero. In the main theorem, `ext` and `fin_cases` split the matrix equation into its nine entries, `simp` evaluates them, and `linarith` closes those that remain with $(\sqrt3)^2=3$ and $c^2=8/3$.

**Second neighbours.** Here the in-plane positions are $(\pm1,-\tfrac1{\sqrt3})$ and $(0,\tfrac2{\sqrt3})$, again at $z=\pm\tfrac c2$. For any $c$,

$$\sum x^2=\sum y^2=4,\qquad \sum z^2=\tfrac32c^2,\qquad d=\tfrac43+\tfrac{c^2}4,$$

and the mixed products cancel. The $zz$ entry before division by $d^{5/2}$ is

$$\tfrac92c^2-6\left(\tfrac43+\tfrac{c^2}4\right)=3c^2-8,$$

while the $xx$ and $yy$ entries are

$$12-6\left(\tfrac43+\tfrac{c^2}4\right)=-\tfrac12(3c^2-8).$$

So the sum is $(3c^2-8)\,d^{-5/2}$ times `axial`, which is `second_tensor`. Since $d>0$, it vanishes exactly when $c^2=8/3$. For this equivalence, `second_vanishes_iff` reads off the $zz$ entry in one direction and substitutes the ratio in the other.

**The axial pair.** Each site $(0,0,\pm c)$ has $V_{zz}=(3c^2-c^2)/c^5=2/c^3$ and $V_{xx}=V_{yy}=-1/c^3$. The two together give

$$\frac4{c^3}\,\mathrm{diag}\left(-\tfrac12,-\tfrac12,1\right)$$

for every $c>0$, which is `apical_tensor`. The main theorem takes its $zz$ entry, and `positivity` gives the sign. At the ideal ratio the entry is about $0.919$, in units of the charge divided by $a^3$.
